# Mean first-passage time of a birth-death chain from its backward equations

Take a chain on sites $0,\dots,N$ that hops up from $n$ at rate $u_n$ and down at rate $d_n$, with no down step from $0$. Let weights $\pi_n$ satisfy $\pi_{n+1}d_{n+1}=\pi_n u_n$ for $n+1<N$, with $\pi_0\neq0$ and $u_n\neq0$ for $n<N$. Then the backward equations for the mean time $\tau_m$ to reach $N$ from $m$ have exactly one solution on $0,\dots,N$, and
$$\tau_0=\sum_{n<N}\frac{\pi_0+\dots+\pi_n}{\pi_n u_n}.$$
On a reaction coordinate discretised into finitely many states, the formula gives the mean time to reach state $N$ for the first time from state $0$, provided the hops are Markovian, nearest-neighbour and at time-independent rates, with $u_n>0$ for $n<N$ and $d_n>0$ for $0<n<N$, so that such weights exist.

```lean
import Mathlib

open Finset

namespace BirthDeathFirstPassage

noncomputable section
```

## The equations

From a site $0<n<N$ the chain waits a mean time $1/(u_n+d_n)$ and then steps up or down in proportion to the rates:
$$\tau_n=\frac{1+u_n\tau_{n+1}+d_n\tau_{n-1}}{u_n+d_n}.$$
Multiplying out gives $(L\tau)_n=-1$, where $L$ acts on a function $f$ of the starting site by
$$(Lf)_0=u_0(f_1-f_0),\qquad (Lf)_{n+1}=u_{n+1}(f_{n+2}-f_{n+1})+d_{n+1}(f_n-f_{n+1}).$$
At site $0$ the same argument has $d_0$ absent. This probabilistic step motivates the equations and is not formalised: the theorems concern the linear system, and no stochastic process appears in them. Sites are natural numbers, rates are real sequences of unrestricted sign, and `d 0` never enters.

```lean
/-- Backward generator of a birth-death chain with up rates `u` and down rates `d`,
reflecting at site `0` (no down step there), acting on a function `f` of the starting site. -/
def backwardGen (u d f : ℕ → ℝ) : ℕ → ℝ
  | 0 => u 0 * (f 1 - f 0)
  | n + 1 => u (n + 1) * (f (n + 1 + 1) - f (n + 1)) + d (n + 1) * (f n - f (n + 1))
```

The weights $\pi_n$ are `p n`. They need not be normalised, and the link into $N$ carries no condition.

```lean
/-- Detailed balance `p (n+1) d (n+1) = p n u n` on every link between sites below `N`. -/
def DetailedBalance (u d p : ℕ → ℝ) (N : ℕ) : Prop :=
  ∀ n, n + 1 < N → p (n + 1) * d (n + 1) = p n * u n
```

With a general source $g_n$ the problem reads $\tau_N=0$ and $(L\tau)_n=-g_n$ for $n<N$; the source $g=1$ is the first-passage case.

```lean
/-- The backward equations with source `g` and target `N`: `τ N = 0` and `L τ = -g` on the
sites `0, …, N-1`. -/
def SolvesBackward (u d g : ℕ → ℝ) (N : ℕ) (τ : ℕ → ℝ) : Prop :=
  τ N = 0 ∧ ∀ n < N, backwardGen u d τ n = -g n
```

The candidate solution is built from the gaps
$$G_n=\frac{\sum_{k\le n}\pi_k g_k}{\pi_n u_n}$$

```lean
/-- The weighted source accumulated on `0, …, n`, divided by the upward flux `p n u n`. -/
def gap (u p g : ℕ → ℝ) (n : ℕ) : ℝ :=
  (∑ k ∈ range (n + 1), p k * g k) / (p n * u n)
```

and their sums $S_m=\sum_{m\le n<N}G_n$ over the half-open range `Ico m N`, so that $S_N=0$.

```lean
/-- The sum of the gaps over the links from site `m` up to the target `N`. -/
def passageSum (u p g : ℕ → ℝ) (N m : ℕ) : ℝ :=
  ∑ n ∈ Ico m N, gap u p g n
```

## The derivation

The denominators must be nonzero. If $\pi_{n+1}=0$ with $n+1<N$, detailed balance gives $\pi_n u_n=0$, which contradicts $u_n\ne0$ and the induction hypothesis $\pi_n\neq0$. The hypothesis on $\pi_0$ excludes the zero weights, which satisfy detailed balance for any rates.

```lean
variable {u d p g : ℕ → ℝ} {N : ℕ}

/-- With nonzero up rates and `p 0 ≠ 0`, detailed-balance weights vanish at no site below `N`. -/
theorem weight_ne_zero (hu : ∀ n < N, u n ≠ 0) (hp : p 0 ≠ 0)
    (hb : DetailedBalance u d p N) : ∀ n < N, p n ≠ 0 := by
  intro n hn
  induction n with
  | zero => exact hp
  | succ n ih =>
    intro h0
    have h := hb n hn
    rw [h0, zero_mul] at h
    exact mul_ne_zero (ih (by omega)) (hu n (by omega)) h.symm
```

Define $J_n=\pi_n u_n(f_{n+1}-f_n)$. Then $\pi_0(Lf)_0=J_0$, and for $n+1<N$
$$\pi_{n+1}(Lf)_{n+1}=J_{n+1}+\pi_{n+1}d_{n+1}(f_n-f_{n+1})=J_{n+1}-J_n .$$
The sum telescopes to $J_n=\sum_{k\le n}\pi_k(Lf)_k$ for $n<N$. In the induction step, `linear_combination (f (n + 1) - f n) * h` multiplies the balance condition by $f_{n+1}-f_n$, which is the replacement of $\pi_{n+1}d_{n+1}$ by $\pi_n u_n$.

```lean
/-- Under detailed balance the weighted generator telescopes: its sum over `0, …, n` is
`p n u n (f (n+1) - f n)`. -/
theorem flux_identity (hb : DetailedBalance u d p N) (f : ℕ → ℝ) :
    ∀ n < N, p n * u n * (f (n + 1) - f n)
      = ∑ k ∈ range (n + 1), p k * backwardGen u d f k := by
  intro n hn
  induction n with
  | zero =>
    simp only [zero_add, sum_range_one, backwardGen]
    ring
  | succ n ih =>
    rw [sum_range_succ, ← ih (by omega)]
    have h := hb n hn
    simp only [backwardGen]
    -- the down term at `n+1` cancels the up term at `n`
    linear_combination (f (n + 1) - f n) * h
```

Put $f=\tau$. If $L\tau=-g$ below $N$, then $\pi_n u_n(\tau_{n+1}-\tau_n)=-\sum_{k\le n}\pi_k g_k$, and division by $\pi_n u_n$ gives $\tau_n-\tau_{n+1}=G_n$. Conversely, these drops and the telescoping identity give $\sum_{k\le n}\pi_k(L\tau)_k=-\sum_{k\le n}\pi_k g_k$ for every $n<N$, named `key`. At $n=0$ this is already one term. Otherwise, subtracting consecutive sums (`h1 - h0`) leaves $\pi_{n+1}(L\tau)_{n+1}=-\pi_{n+1}g_{n+1}$. In both cases `mul_left_cancel₀` removes the nonzero weight.

```lean
/-- Under detailed balance, with nonzero up rates below `N` and `p 0 ≠ 0`,
the equations `L τ = -g` below `N` hold exactly when the drop of `τ` across each link
`n → n+1` below `N` equals the gap at `n`. -/
theorem backward_iff_gap (hu : ∀ n < N, u n ≠ 0) (hp : p 0 ≠ 0)
    (hb : DetailedBalance u d p N) (τ : ℕ → ℝ) :
    (∀ n < N, backwardGen u d τ n = -g n) ↔ ∀ n < N, τ n - τ (n + 1) = gap u p g n := by
  have hp' := weight_ne_zero hu hp hb
  constructor
  · intro h n hn
    have h1 := flux_identity hb τ n hn
    have h2 : ∑ k ∈ range (n + 1), p k * backwardGen u d τ k
        = -∑ k ∈ range (n + 1), p k * g k := by
      rw [← sum_neg_distrib]
      refine sum_congr rfl fun k hk => ?_
      have hk' := mem_range.1 hk
      rw [h k (by omega)]
      ring
    rw [gap, eq_div_iff (mul_ne_zero (hp' n hn) (hu n hn))]
    linear_combination -h1 - h2
  · intro h
    have key : ∀ n < N, ∑ k ∈ range (n + 1), p k * backwardGen u d τ k
        = -∑ k ∈ range (n + 1), p k * g k := by
      intro n hn
      have h1 := flux_identity hb τ n hn
      have h2 := h n hn
      rw [gap, eq_div_iff (mul_ne_zero (hp' n hn) (hu n hn))] at h2
      linear_combination -h1 - h2
    intro n hn
    apply mul_left_cancel₀ (hp' n hn)
    -- consecutive partial sums differ by the equation at one site
    cases n with
    | zero =>
      have h0 := key 0 hn
      simp only [zero_add, sum_range_one] at h0
      linear_combination h0
    | succ n =>
      have h1 := key (n + 1) hn
      have h0 := key n (by omega)
      rw [sum_range_succ _ (n + 1), sum_range_succ _ (n + 1)] at h1
      linear_combination h1 - h0
```

The sums obey $S_m=G_m+S_{m+1}$ for $m<N$.

```lean
/-- The passage sum from `m < N` is the gap at `m` plus the passage sum from `m+1`. -/
theorem passageSum_step {m : ℕ} (hm : m < N) :
    passageSum u p g N m = gap u p g m + passageSum u p g N (m + 1) :=
  sum_eq_sum_Ico_succ_bot hm _
```

A solution has $\tau_N=0=S_N$ and $\tau_m=G_m+\tau_{m+1}$, the same recursion, so $\tau_m=S_m$ follows downward from the target. Lean runs this as an induction on the distance `j` with `m + j = N`. Conversely, $\tau=S$ on $0,\dots,N$ vanishes at $N$ and has drops $S_n-S_{n+1}=G_n$. Hence $\tau$ solves the problem if and only if $\tau_m=S_m$ for all $m\le N$, for any source.

```lean
/-- Under detailed balance, with nonzero up rates below `N` and `p 0 ≠ 0`:
for any source `g`, a function solves the backward equations exactly when it equals the
passage sum at every site `0, …, N`. -/
theorem solves_iff_passageSum (hu : ∀ n < N, u n ≠ 0) (hp : p 0 ≠ 0)
    (hb : DetailedBalance u d p N) (τ : ℕ → ℝ) :
    SolvesBackward u d g N τ ↔ ∀ m ≤ N, τ m = passageSum u p g N m := by
  rw [SolvesBackward, backward_iff_gap hu hp hb]
  constructor
  · rintro ⟨hN, hg⟩
    -- induction on the distance `j` to the target
    have key : ∀ j m, m + j = N → τ m = passageSum u p g N m := by
      intro j
      induction j with
      | zero =>
        intro m hm
        have hmN : m = N := by omega
        rw [hmN, hN]
        simp [passageSum]
      | succ j ih =>
        intro m hm
        have hlt : m < N := by omega
        rw [passageSum_step hlt, ← ih (m + 1) (by omega)]
        linarith [hg m hlt]
    intro m hm
    exact key (N - m) m (by omega)
  · intro h
    refine ⟨?_, fun n hn => ?_⟩
    · rw [h N le_rfl]
      simp [passageSum]
    · rw [h n hn.le, h (n + 1) hn, passageSum_step hn]
      ring
```

## The first-passage formula

For $g=1$ the theorem has three parts: some $\tau$ solves the equations, namely $S$; any two solutions agree at every $m\le N$, since both equal $S_m$; and every solution has the stated $\tau_0$. Positivity of the rates is not assumed. The hypotheses do force $d_{n+1}\neq0$ for $n+1<N$, since $\pi_{n+1}d_{n+1}=\pi_nu_n\neq0$; conversely, when these down rates are nonzero, $\pi_0=1$ and $\pi_{n+1}=\pi_nu_n/d_{n+1}$ supply weights. Chains with positive rates are therefore included, and chains with a vanishing down rate $d_n$, $0<n<N$, are not. For $N=0$ the sum is empty and $\tau_0=0$; for $N=1$ the balance condition is empty and $\tau_0=\pi_0/(\pi_0u_0)=1/u_0$. The target $N$ is finite throughout, and only this linear system is treated, not the distribution of passage times.

```lean
/-- Under detailed balance, with nonzero up rates below `N` and `p 0 ≠ 0`,
the backward equations `L τ = -1`, `τ N = 0` have a solution, it is unique on `0, …, N`,
and `τ 0` is the sum over `n < N` of `(p 0 + … + p n) / (p n u n)`. -/
theorem mean_first_passage (hu : ∀ n < N, u n ≠ 0) (hp : p 0 ≠ 0)
    (hb : DetailedBalance u d p N) :
    (∃ τ, SolvesBackward u d (fun _ => 1) N τ) ∧
    (∀ τ σ, SolvesBackward u d (fun _ => 1) N τ → SolvesBackward u d (fun _ => 1) N σ →
      ∀ m ≤ N, τ m = σ m) ∧
    ∀ τ, SolvesBackward u d (fun _ => 1) N τ →
      τ 0 = ∑ n ∈ range N, (∑ k ∈ range (n + 1), p k) / (p n * u n) := by
  refine ⟨⟨passageSum u p (fun _ => 1) N,
    (solves_iff_passageSum hu hp hb _).2 fun _ _ => rfl⟩, ?_, ?_⟩
  · intro τ σ hτ hσ m hm
    rw [(solves_iff_passageSum hu hp hb τ).1 hτ m hm,
      (solves_iff_passageSum hu hp hb σ).1 hσ m hm]
  · intro τ hτ
    rw [(solves_iff_passageSum hu hp hb τ).1 hτ 0 (Nat.zero_le N)]
    simp only [passageSum, gap, mul_one, Nat.Ico_zero_eq_range]
```

Sites could instead have been modelled by `Fin (N + 1)`. A solution would then be a vector with $N+1$ components and uniqueness a plain equality of vectors, whereas here the values above $N$ are unconstrained and uniqueness is stated site by site. The neighbours $n\pm1$ would then have to be expressed as elements of that finite type.

## Consequences

Suppose $u_n>0$ for $n<N$, $d_{n+1}>0$ for $n+1<N$, and $\pi_0>0$. Then $\pi_{n+1}d_{n+1}=\pi_nu_n>0$ makes every weight below $N$ positive (`hpos`), so $\sum_{k\le n}\pi_k\ge\pi_n$ (`hS`) and
$$\tau_n-\tau_{n+1}=G_n\ge\frac{\pi_n}{\pi_nu_n}=\frac1{u_n}.$$

```lean
/-- For positive rates and detailed-balance weights with `p 0 > 0`, a solution of `L τ = -1`, `τ N = 0` drops by at least
`1 / u n` across each link `n → n+1` below `N`. -/
theorem drop_lower_bound (hu : ∀ n < N, 0 < u n) (hd : ∀ n, n + 1 < N → 0 < d (n + 1))
    (hp : 0 < p 0) (hb : DetailedBalance u d p N) {τ : ℕ → ℝ}
    (hτ : SolvesBackward u d (fun _ => 1) N τ) :
    ∀ n < N, 1 / u n ≤ τ n - τ (n + 1) := by
  have hpos : ∀ n < N, 0 < p n := by
    intro n hn
    induction n with
    | zero => exact hp
    | succ n ih =>
      have h1 : 0 < p (n + 1) * d (n + 1) := by
        rw [hb n hn]
        exact mul_pos (ih (by omega)) (hu n (by omega))
      exact (mul_pos_iff_of_pos_right (hd n hn)).1 h1
  intro n hn
  rw [(backward_iff_gap (fun k hk => (hu k hk).ne') hp.ne' hb τ).1 hτ.2 n hn]
  simp only [gap, mul_one]
  -- the accumulated weight is at least its last term
  have hS : p n ≤ ∑ k ∈ range (n + 1), p k :=
    single_le_sum (f := p)
      (fun k hk => (hpos k (by have := mem_range.1 hk; omega)).le) (self_mem_range_succ n)
  rw [div_le_div_iff₀ (hu n hn) (mul_pos (hpos n hn) (hu n hn)), one_mul]
  exact mul_le_mul_of_nonneg_right hS (hu n hn).le
```

Constant rates $a$ up and $b\neq0$ down are balanced by $\pi_n=(a/b)^n$, because $(a/b)^{n+1}b=(a/b)^n a$. Here $\pi_0=1$, so for $a\ne0$ the main theorem applies to this walk.

```lean
/-- Constant rates `a` up and `b ≠ 0` down satisfy detailed balance with weights `(a / b) ^ n`. -/
theorem detailedBalance_witness (a b : ℝ) (hb : b ≠ 0) (N : ℕ) :
    DetailedBalance (fun _ => a) (fun _ => b) (fun n => (a / b) ^ n) N := by
  intro n _
  show (a / b) ^ (n + 1) * b = (a / b) ^ n * a
  rw [pow_succ, mul_assoc, div_mul_cancel₀ a hb]
```

For equal rates $k\neq0$ up and down take $\pi_n=1$. Then $G_n=(n+1)/k$ and
$$\tau_0=\sum_{n<N}\frac{n+1}{k}=\frac{N(N+1)}{2k}.$$
The arithmetic sum is `hsum`, proved by induction on the upper limit, and `main.2.2` is the third part of `mean_first_passage`.

```lean
/-- For the symmetric walk with the same rate `k ≠ 0` up and down, a solution of `L τ = -1`,
`τ N = 0` has `τ 0 = N (N + 1) / (2 k)`. -/
theorem symmetric_walk {k : ℝ} (hk : k ≠ 0) {τ : ℕ → ℝ}
    (hτ : SolvesBackward (fun _ => k) (fun _ => k) (fun _ => 1) N τ) :
    τ 0 = N * (N + 1) / (2 * k) := by
  have hsum : ∀ M : ℕ, ∑ n ∈ range M, (∑ _j ∈ range (n + 1), (1 : ℝ)) / (1 * k)
      = M * (M + 1) / (2 * k) := by
    intro M
    induction M with
    | zero => simp
    | succ M ih =>
      rw [sum_range_succ, ih]
      simp only [sum_const, card_range, nsmul_eq_mul]
      push_cast
      field_simp
      ring
  -- uniform weights satisfy detailed balance
  have main := mean_first_passage (u := fun _ => k) (d := fun _ => k) (p := fun _ => 1)
    (N := N) (fun _ _ => hk) one_ne_zero (fun _ _ => rfl)
  exact (main.2.2 τ hτ).trans (hsum N)

end

end BirthDeathFirstPassage
```

```lean
#print axioms BirthDeathFirstPassage.mean_first_passage
#print axioms BirthDeathFirstPassage.drop_lower_bound
#print axioms BirthDeathFirstPassage.symmetric_walk
```

```
'BirthDeathFirstPassage.mean_first_passage' depends on axioms: [propext, Classical.choice, Quot.sound]
'BirthDeathFirstPassage.drop_lower_bound' depends on axioms: [propext, Classical.choice, Quot.sound]
'BirthDeathFirstPassage.symmetric_walk' depends on axioms: [propext, Classical.choice, Quot.sound]
```
